# A stiffness tensor obeys the Cauchy relations exactly when tension-free central springs under homogeneous strain, with constants of either sign, can produce it

The energy of a central spring depends only on its own length. Which elastic stiffnesses can be built from such springs, if they are free of tension in the unstrained state and every bond follows the same homogeneous strain? Take two dimensions, with axes numbered 0 and 1 as Lean numbers them, and let the stiffness $C_{ijkl}$ have the value 1 whenever two of its indices are 0 and two are 1, and vanish otherwise. A spring along a vector $r$ contributes a multiple of $r_ir_jr_kr_l$, which I write $P(r)$. No single $P(r)$ has the required form, but with unit vectors $e_0,e_1$ along the axes

$$C=\tfrac12P(e_0+e_1)+\tfrac12P(e_0-e_1)-P(e_0)-P(e_1).$$

The diagonal springs supply $C_{0011}=\tfrac12+\tfrac12=1$. They also supply an unwanted $C_{0000}=1$, which the spring along $e_0$ removes with a negative coefficient. Some coefficient has to be negative here: with none negative, $C_{0000}=0$ would leave only springs perpendicular to $e_0$, and then $C_{0011}=0$. This $C$ illustrates the algebra and is not the stiffness of a stable material: the strain $\varepsilon_{00}=1$, $\varepsilon_{11}=-1$, with no other components, has energy density $-1$.

The same cancellation works for every stiffness with the right index symmetry, in any finite dimension $n$.

## Stiffness tensors and their symmetries

```lean
import Mathlib

open Matrix

namespace CauchySpringNetwork

noncomputable section

/-- Real rank-four tensors on `R^n`, given by their components. -/
abbrev Tensor4 (n : ℕ) := Fin n → Fin n → Fin n → Fin n → ℝ
```

A tensor is its table of $n^4$ real components. `Fin n` is the set of indices $0,\dots,n-1$.

```lean
variable {n : ℕ}

/-- The minor and major symmetries of an elastic stiffness tensor. -/
structure IsStiffness (C : Tensor4 n) : Prop where
  minor : ∀ i j k l, C i j k l = C j i k l
  major : ∀ i j k l, C i j k l = C k l i j
```

`IsStiffness C` collects two properties. The minor symmetry $C_{ijkl}=C_{jikl}$ reflects a symmetric stress, and the major symmetry $C_{ijkl}=C_{klij}$ reflects the existence of an elastic energy. Symmetry in the last pair follows from these two. `Prop` marks this as a statement about `C`, not as further data.

```lean
/-- The Cauchy relations: the two middle indices may be exchanged. -/
def CauchyRelations (C : Tensor4 n) : Prop := ∀ i j k l, C i j k l = C i k j l
```

The Cauchy relations are $C_{ijkl}=C_{ikjl}$. For a cubic crystal in Voigt notation they reduce to $C_{12}=C_{44}$.

```lean
/-- Total symmetry: invariance under each exchange of neighbouring indices. -/
structure TotallySymmetric (C : Tensor4 n) : Prop where
  h12 : ∀ i j k l, C i j k l = C j i k l
  h23 : ∀ i j k l, C i j k l = C i k j l
  h34 : ∀ i j k l, C i j k l = C i j l k
```

Total symmetry is invariance under the three exchanges of neighbouring indices. These generate all 24 permutations.

## Springs and their energy

```lean
/-- A central spring: a real constant `κ` per unit volume, of either sign, and a non-zero bond. -/
structure Spring (n : ℕ) where
  κ : ℝ
  bond : Fin n → ℝ
  bond_ne : bond ≠ 0
```

A `Spring` consists of a real number `κ`, a vector `bond`, and a proof that the vector is not zero. Here `κ` is the usual spring constant times the number of springs of this kind per unit volume, and its sign is free. With one such spring per cell, it is the spring constant divided by the volume of the whole cell. A negative value stands for a bond whose energy curves downwards with its length.

```lean
/-- The first-order elongation `r·εr / |r|` of a spring with bond `r ≠ 0` under the strain `ε`. -/
def elongation (s : Spring n) (ε : Matrix (Fin n) (Fin n) ℝ) : ℝ :=
  (∑ i, ∑ j, ε i j * (s.bond i * s.bond j)) / √(s.bond ⬝ᵥ s.bond)
```

Under a displacement gradient $\varepsilon$ the bond $r$ becomes $r+\varepsilon r$, with length

$$\sqrt{r\cdot r+2\,r\cdot\varepsilon r+\dots}=|r|+\frac{r\cdot\varepsilon r}{|r|}+\dots$$

The first-order term is taken as the definition of `elongation`. The symbol `⬝ᵥ` is the dot product. The matrix `ε` need not be symmetric; its antisymmetric part, a small rotation, drops out.

```lean
/-- The elastic energy density `ε_ij C_ijkl ε_kl / 2`. -/
def elasticEnergy (C : Tensor4 n) (ε : Matrix (Fin n) (Fin n) ℝ) : ℝ :=
  1 / 2 * ∑ i, ∑ j, ∑ k, ∑ l, ε i j * C i j k l * ε k l
```

This is the energy density $\tfrac12\varepsilon_{ij}C_{ijkl}\varepsilon_{kl}$, with the sums written out.

```lean
/-- The stiffness of a spring network, the sum of `κ / |r|² r_i r_j r_k r_l` over bonds `r ≠ 0`. -/
def networkStiffness {N : ℕ} (s : Fin N → Spring n) : Tensor4 n := fun i j k l =>
  ∑ a, (s a).κ / ((s a).bond ⬝ᵥ (s a).bond) *
    ((s a).bond i * (s a).bond j * (s a).bond k * (s a).bond l)
```

A network is a list of $N$ springs, numbered by $a$, and its stiffness is

$$C_{ijkl}=\sum_a\frac{\kappa_a}{|r_a|^2}\,(r_a)_i(r_a)_j(r_a)_k(r_a)_l .$$

The bond vectors are not normalised. In terms of the unit vector $\hat r=r/|r|$, one spring contributes $\kappa|r|^2\,\hat r_i\hat r_j\hat r_k\hat r_l$. The list records no atomic sites. To apply the formula to a real crystal, one must add that the springs are free of tension in the unstrained state and that every bond follows the homogeneous deformation.

```lean
/-- The tensor product of four vectors. -/
def tprod (u v w x : Fin n → ℝ) : Tensor4 n := fun i j k l => u i * v j * w k * x l
```

`tprod u v w x` has components $u_iv_jw_kx_l$, so $P(r)$ is `tprod r r r r`.

```lean
/-- The sum of a tensor over the six orders of its last three indices. -/
def symLast (T : Tensor4 n) : Tensor4 n := fun i j k l =>
  T i j k l + T i j l k + T i k j l + T i k l j + T i l j k + T i l k j

/-- The sum of a tensor over all 24 orders of its indices. -/
def symmetrize (T : Tensor4 n) : Tensor4 n := fun i j k l =>
  symLast T i j k l + symLast T j i k l + symLast T k i j l + symLast T l i j k
```

Together these two definitions add a tensor over all 24 orders of its indices. Textbooks usually divide by 24 when they symmetrize; `symmetrize` does not.

```lean
/-- The elastic energy of a network stiffness is the sum of the spring energies
`κ/2 · elongation²`. -/
theorem energy_network {N : ℕ} (s : Fin N → Spring n) (ε : Matrix (Fin n) (Fin n) ℝ) :
    elasticEnergy (networkStiffness s) ε = ∑ a, (s a).κ / 2 * elongation (s a) ε ^ 2 := by
  -- the energy of a single spring, written with its own stiffness tensor
  have one : ∀ a, (s a).κ / 2 * elongation (s a) ε ^ 2 = 1 / 2 * ∑ i, ∑ j, ∑ k, ∑ l,
      ε i j * ((s a).κ / ((s a).bond ⬝ᵥ (s a).bond) *
        ((s a).bond i * (s a).bond j * (s a).bond k * (s a).bond l)) * ε k l := by
    intro a
    have hpos : 0 ≤ (s a).bond ⬝ᵥ (s a).bond :=
      Finset.sum_nonneg fun i _ => mul_self_nonneg _
    rw [elongation, div_pow, Real.sq_sqrt hpos]
    simp only [sq, Finset.sum_mul, Finset.mul_sum, Finset.sum_div]
    exact Finset.sum_congr rfl fun i _ => Finset.sum_congr rfl fun j _ =>
      Finset.sum_congr rfl fun k _ => Finset.sum_congr rfl fun l _ => by ring
  simp only [one]
  rw [← Finset.mul_sum, elasticEnergy]
  congr 1
  symm
  iterate 4 refine Finset.sum_comm.trans (Finset.sum_congr rfl fun _ _ => ?_)
  rw [networkStiffness, Finset.mul_sum, Finset.sum_mul]
```

The theorem confirms that the stiffness formula matches the springs. For one spring,

$$\frac{\kappa}{2}\,\frac{\big(\sum_{ij}\varepsilon_{ij}r_ir_j\big)^2}{|r|^2}
=\frac12\sum_{ijkl}\varepsilon_{ij}\,\frac{\kappa}{|r|^2}r_ir_jr_kr_l\,\varepsilon_{kl},$$

and summing over springs gives the network energy. In Lean, `one` is this identity, where `Real.sq_sqrt` removes the square root from the squared elongation. The repeated use of `Finset.sum_comm` then moves the sum over springs inside the four index sums.

## From products of four vectors to fourth powers

```lean
/-- Polarization: the symmetrized product of four vectors is a signed sum of fourth powers. -/
theorem polarization (u v w x : Fin n → ℝ) :
    let P : (Fin n → ℝ) → Tensor4 n := fun r => tprod r r r r
    symmetrize (tprod u v w x) = (1 / 8 : ℝ) •
      (P (u + v + w + x) - P (u + v + w - x) - P (u + v - w + x) - P (u - v + w + x)
        + P (u + v - w - x) + P (u - v + w - x) + P (u - v - w + x) - P (u - v - w - x)) := by
  intro P
  funext i j k l
  simp only [P, symmetrize, symLast, tprod, Pi.smul_apply, Pi.add_apply, Pi.sub_apply,
    smul_eq_mul]
  ring
```

The right-hand side contains the eight vectors $u\pm v\pm w\pm x$. Each $P$ carries the product of its three signs, and the total is divided by 8.

To see why this works, expand $P(u+s_2v+s_3w+s_4x)$ with signs $s_2,s_3,s_4=\pm1$, multiply by $s_2s_3s_4$, and sum over the signs. A term survives only if $v$, $w$ and $x$ each occur an odd number of times. There are four places to fill, so each of them occurs once, and $u$ takes the remaining place. Every one of the 24 arrangements then appears eight times.

Lean does the same algebra on one component: `funext` fixes $i,j,k,l$, `simp only` unfolds the definitions, and `ring` verifies the polynomial identity.

With $u=v=e_0$ and $w=x=e_1$, the left side is four times the tensor of the opening example. The right side is $2P(e_0+e_1)+2P(e_0-e_1)-4P(e_0)-4P(e_1)$, which reproduces the decomposition found there.

```lean
/-- Every totally symmetric real rank-four tensor is a finite real combination of fourth tensor
powers of non-zero vectors. -/
theorem exists_fourth_powers {C : Tensor4 n} (hC : TotallySymmetric C) :
    ∃ (N : ℕ) (c : Fin N → ℝ) (r : Fin N → Fin n → ℝ),
      (∀ a, r a ≠ 0) ∧ C = ∑ a, c a • tprod (r a) (r a) (r a) (r a) := by
  let V := Submodule.span ℝ {T : Tensor4 n | ∃ r, r ≠ 0 ∧ tprod r r r r = T}
  have hpow : ∀ r, tprod r r r r ∈ V := by
    intro r
    by_cases h : r = 0
    · have h0 : tprod r r r r = 0 := by
        funext i j k l
        simp [tprod, h]
      rw [h0]
      exact V.zero_mem
    · exact Submodule.subset_span ⟨r, h, rfl⟩
  have hsym : ∀ u v w x, symmetrize (tprod u v w x) ∈ V := by
    intro u v w x
    rw [polarization]
    exact V.smul_mem _ (V.sub_mem (V.add_mem (V.add_mem (V.add_mem (V.sub_mem (V.sub_mem
      (V.sub_mem (hpow _) (hpow _)) (hpow _)) (hpow _)) (hpow _)) (hpow _)) (hpow _)) (hpow _))
  -- expansion of the symmetrized tensor in basis vectors
  let e : Fin n → Fin n → ℝ := fun a m => if m = a then 1 else 0
  have hbasis : ∀ p q s t, ∑ a, ∑ b, ∑ c, ∑ d,
      C a b c d * (e a p * e b q * e c s * e d t) = C p q s t := by
    intro p q s t
    simp only [e, mul_ite, mul_one, mul_zero, Finset.sum_ite_eq, Finset.mem_univ, if_true]
  have hexp : symmetrize C = ∑ a, ∑ b, ∑ c, ∑ d,
      C a b c d • symmetrize (tprod (e a) (e b) (e c) (e d)) := by
    funext i j k l
    simp only [Finset.sum_apply, Pi.smul_apply, smul_eq_mul, symmetrize, symLast, tprod,
      mul_add, Finset.sum_add_distrib, hbasis]
  -- on a totally symmetric tensor all 24 terms agree
  have h6 : ∀ p q s t, symLast C p q s t = 6 * C p q s t := by
    intro p q s t
    unfold symLast
    linear_combination 3 * hC.h34 p q t s + 2 * hC.h23 p s q t + hC.h34 p s t q +
      2 * hC.h23 p t q s + hC.h34 p t s q
  have h24 : C = (1 / 24 : ℝ) • symmetrize C := by
    funext i j k l
    simp only [Pi.smul_apply, smul_eq_mul, symmetrize, h6]
    linear_combination (-1 / 4) * (hC.h12 j i k l + hC.h12 k i j l + hC.h23 i k j l +
      hC.h12 l i j k + hC.h23 i l j k + hC.h34 i j l k)
  have hmem : C ∈ V := by
    rw [h24, hexp]
    exact V.smul_mem _ (V.sum_mem fun a _ => V.sum_mem fun b _ => V.sum_mem fun c _ =>
      V.sum_mem fun d _ => V.smul_mem _ (hsym _ _ _ _))
  obtain ⟨N, c, g, hg⟩ := Submodule.mem_span_set'.1 hmem
  have hg' : ∀ a, ∃ r, r ≠ 0 ∧ tprod r r r r = (g a : Tensor4 n) := fun a => (g a).2
  choose r hr hrg using hg'
  refine ⟨N, c, r, hr, ?_⟩
  simp only [hrg]
  exact hg.symm
```

The statement reads: if $C$ is totally symmetric, there are a number $N$, real coefficients $c_a$ and non-zero vectors $r_a$ with $C=\sum_a c_aP(r_a)$. Neither uniqueness nor a smallest $N$ is claimed.

The argument by hand has four steps.

1. Let $V$ be the set of all finite linear combinations of $P(r)$ with $r\neq0$. It also contains $P(0)=0$. By polarization, every symmetrized product of four vectors lies in $V$. These are `hpow` and `hsym`.
2. Expand $C$ in the unit vectors along the axes and symmetrize both sides. With $S$ for `symmetrize` and $a,b,c,d$ now coordinate indices,
$$S(C)=\sum_{abcd}C_{abcd}\,S(e_a\otimes e_b\otimes e_c\otimes e_d).$$
This is `hexp`, which rests on the component formula `hbasis`.
3. Since $C$ is totally symmetric, all 24 terms of $S(C)$ are equal, so $C=S(C)/24$. Lean first combines six terms in `h6` and then the four groups in `h24`; `linear_combination` adds up the neighbour exchanges that are needed.
4. Hence $C$ lies in $V$, which is `hmem`. `Submodule.mem_span_set'` turns membership into an explicit finite sum, and `choose` picks a vector for each term.

## The Cauchy relations and spring networks

```lean
/-- A stiffness tensor with minor and major symmetry obeys the Cauchy relations if and only if it
is the stiffness of a finite network of central springs with constants of either sign. -/
theorem cauchy_iff_network {C : Tensor4 n} (hC : IsStiffness C) :
    CauchyRelations C ↔ ∃ (N : ℕ) (s : Fin N → Spring n), C = networkStiffness s := by
  constructor
  · intro h
    have hT : TotallySymmetric C := ⟨hC.minor, h, fun i j k l => by
      rw [hC.major i j k l, hC.minor k l i j, hC.major l k i j]⟩
    obtain ⟨N, c, r, hr, hsum⟩ := exists_fourth_powers hT
    -- the spring constant is the coefficient times the squared bond length
    refine ⟨N, fun a => ⟨c a * (r a ⬝ᵥ r a), r a, hr a⟩, ?_⟩
    rw [hsum]
    funext i j k l
    simp only [Finset.sum_apply, Pi.smul_apply, smul_eq_mul, networkStiffness, tprod]
    refine Finset.sum_congr rfl fun a _ => ?_
    have hne : r a ⬝ᵥ r a ≠ 0 := fun h0 => hr a (dotProduct_self_eq_zero.1 h0)
    rw [mul_div_cancel_right₀ _ hne]
  · rintro ⟨N, s, rfl⟩ i j k l
    exact Finset.sum_congr rfl fun a _ => by ring
```

For a tensor with the symmetries of a stiffness, the Cauchy relations hold if and only if some finite list of springs has exactly that stiffness.

From left to right, the exchange of the first two indices is the minor symmetry, and the exchange of the middle two is the Cauchy relation. The last exchange follows from

$$C_{ijkl}=C_{klij}=C_{lkij}=C_{ijlk}.$$

So $C$ is totally symmetric and equals $\sum_ac_aP(r_a)$. Setting $\kappa_a=c_a|r_a|^2$ turns the coefficients into spring constants, because the factor $|r_a|^2\neq0$ cancels in the network formula; `mul_div_cancel_right₀` carries out the cancellation. From right to left, each product $r_ir_jr_kr_l$ is unchanged when $j$ and $k$ are exchanged, and `ring` confirms this term by term.

In one dimension the tensor has the single component $C_{0000}$, and one spring with unit bond and $\kappa=C_{0000}$ suffices. A zero stiffness is obtained from the empty list, $N=0$.

The theorem does not promise a stable network, nor bonds that fit a prescribed lattice.

## Spring constants for a square lattice

In simulations with harmonic mass-spring models, limited here to tension-free central springs under homogeneous strain, such a decomposition can turn elastic constants into spring constants. Suppose a square lattice is to have $C_{0000}=C_{1111}=A$ and $C_{0011}=B$, with the Cauchy relations satisfied and the components with an odd number of 0s equal to zero. Then

$$C=(A-B)\,[P(e_0)+P(e_1)]+\tfrac B2\,[P(e_0+e_1)+P(e_0-e_1)].$$

Put one spring per cell along each of these four directions, joining nearest and next-nearest neighbours. After multiplication by the cell area, the ordinary spring constants are $A-B$ for nearest neighbours and $B$ for the diagonals, whatever the lattice spacing. For $A=3$ and $B=1$ they are 2 and 1. For $A=1$ and $B=2$ the nearest-neighbour constant is $-1$, and the lattice is unstable: the strain $\varepsilon_{00}=1$, $\varepsilon_{11}=-1$, with no other components, has energy density $A-B=-1$. These numbers come from ordinary algebra applied to the network formula, not from a Lean proof.

## An isotropic example

```lean
/-- The isotropic stiffness whose two Lamé constants both equal `μ`. -/
def isotropic (n : ℕ) (μ : ℝ) : Tensor4 n := fun i j k l =>
  let δ : Matrix (Fin n) (Fin n) ℝ := 1
  μ * (δ i j * δ k l + δ i k * δ j l + δ i l * δ j k)
```

The matrix `1` is the Kronecker delta. A general isotropic stiffness is $\lambda\delta_{ij}\delta_{kl}+\mu(\delta_{ik}\delta_{jl}+\delta_{il}\delta_{jk})$, with Lamé constants $\lambda$ and $\mu$. Despite its short name, `isotropic` is only the case $\lambda=\mu$.

```lean
/-- The isotropic tensor with equal Lamé constants has the minor and major symmetries and obeys
the Cauchy relations. -/
theorem isotropic_witness (n : ℕ) (μ : ℝ) :
    IsStiffness (isotropic n μ) ∧ CauchyRelations (isotropic n μ) := by
  have hs : ∀ a b : Fin n, (1 : Matrix (Fin n) (Fin n) ℝ) a b =
      (1 : Matrix (Fin n) (Fin n) ℝ) b a := by
    intro a b
    by_cases h : a = b
    · rw [h]
    · rw [Matrix.one_apply_ne h, Matrix.one_apply_ne (Ne.symm h)]
  refine ⟨⟨fun i j k l => ?_, fun i j k l => ?_⟩, fun i j k l => ?_⟩ <;> simp only [isotropic]
  · rw [hs j i]
    ring
  · rw [hs k i, hs l j, hs k j, hs l i]
    ring
  · rw [hs k j]
    ring

end

end CauchySpringNetwork
```

For every dimension and every real $\mu$, this tensor satisfies both the hypothesis of the equivalence and the Cauchy relations, so it is the stiffness of a spring network. By hand, each required exchange of indices only permutes the three products of deltas, once $\delta_{ab}=\delta_{ba}$ is used. In Lean, `hs` is that symmetry of the delta, and `ring` reorders the products.

```lean
#print axioms CauchySpringNetwork.energy_network
#print axioms CauchySpringNetwork.cauchy_iff_network
```

```
'CauchySpringNetwork.energy_network' depends on axioms: [propext, Classical.choice, Quot.sound]
'CauchySpringNetwork.cauchy_iff_network' depends on axioms: [propext, Classical.choice, Quot.sound]
```
